# An integrable density stays integrable when multiplied by a decaying Gaussian

Let ρ be a real-valued integrable function on three-dimensional space; it need not be non-negative or normalised, as an electron density would be. The lemma says that the product of ρ with the Gaussian (a/π)^(3/2) exp(−a r²), centred on a nucleus at the origin, is again integrable for every exponent a > 0. The proof is by domination: the Gaussian never exceeds its value at the nucleus, (a/π)^(3/2), so the product is bounded in absolute value by |ρ| times that constant, which is integrable. Measurability of the product comes from that of ρ and the continuity of the Gaussian.

The first attempt, which Lean rejects:

```lean
import Mathlib

open Real MeasureTheory Filter

namespace IntegrableMulGaussian

noncomputable section

/-- Three-dimensional position space, with the nucleus at the origin. -/
abbrev Space := EuclideanSpace ℝ (Fin 3)

/-- The Gaussian `(a/π)^(3/2) exp(-a r²)`, for an exponent `a > 0`. -/
def gaussian (a : ℝ) (x : Space) : ℝ := (a / π) ^ (3 / 2 : ℝ) * exp (-a * ‖x‖ ^ 2)

/-- An integrable density stays integrable when weighted by a Gaussian with `a > 0`. -/
theorem integrable_mul_gaussian {ρ : Space → ℝ} (hρ : Integrable ρ) {a : ℝ} (ha : 0 < a) :
    Integrable (fun x => ρ x * gaussian a x) := by
  have hcont : Continuous (gaussian a) := by
    show Continuous fun x : Space => (a / π) ^ (3 / 2 : ℝ) * exp (-a * ‖x‖ ^ 2)
    exact continuous_const.mul (by fun_prop)
  have hA : 0 ≤ (a / π) ^ (3 / 2 : ℝ) := rpow_nonneg (div_pos ha pi_pos).le _
  refine (hρ.norm.mul_const ((a / π) ^ (3 / 2 : ℝ))).mono'
    (hρ.aestronglyMeasurable.mul hcont.aestronglyMeasurable) (ae_of_all _ fun x => ?_)
  show ‖ρ x * gaussian a x‖ ≤ ‖ρ x‖ * (a / π) ^ (3 / 2 : ℝ)
  rw [norm_mul, Real.norm_of_nonneg (mul_nonneg hA (exp_pos _).le)]
  -- the Gaussian is largest at the nucleus
  refine mul_le_mul_of_nonneg_left (mul_le_of_le_one_right hA (exp_le_one_iff.2 ?_))
    (norm_nonneg _)
  have := mul_nonneg ha.le (sq_nonneg ‖x‖)
  linarith

end

end IntegrableMulGaussian
```

The compiler's answer:

```
Main.lean:25:16: error: Tactic `rewrite` failed: Did not find an occurrence of the pattern
  ‖(a / π) ^ (3 / 2) * rexp ?m.285‖
in the target expression
  ‖ρ x‖ * ‖gaussian a x‖ ≤ ‖ρ x‖ * (a / π) ^ (3 / 2)

ρ : Space → ℝ
hρ : Integrable ρ volume
a : ℝ
ha : 0 < a
hcont : Continuous (gaussian a)
hA : 0 ≤ (a / π) ^ (3 / 2)
x : Space
⊢ ‖ρ x‖ * ‖gaussian a x‖ ≤ ‖ρ x‖ * (a / π) ^ (3 / 2)
```

Diagnosis. The error comes from the second rewrite in the `rw`. The first, `norm_mul`, succeeds and splits the norm of the product, leaving `‖gaussian a x‖` in the goal. `Real.norm_of_nonneg` is then to remove the norm from a non-negative number, but the proof of non-negativity it is given concerns an explicit product, so Lean looks for `‖(a / π) ^ (3 / 2) * rexp ?m.285‖`, where `?m.285` is an exponent still to be found.

The goal contains no such expression. `gaussian a x` equals a product of that form by definition, but `gaussian` is an ordinary `def`, and `rw` does not unfold it when searching for its pattern.

The repair adds `gaussian` to the list, between the two lemmas. This rewrites `gaussian a x` to its defining formula, so the product is in plain view when `Real.norm_of_nonneg` is tried. The pattern then matches, with `-a * ‖x‖ ^ 2` as the exponent, and the rest of the proof goes through unchanged.

Lean accepts the file once it reads:

```diff
@@ -23,5 +23,5 @@
     (hρ.aestronglyMeasurable.mul hcont.aestronglyMeasurable) (ae_of_all _ fun x => ?_)
   show ‖ρ x * gaussian a x‖ ≤ ‖ρ x‖ * (a / π) ^ (3 / 2 : ℝ)
-  rw [norm_mul, Real.norm_of_nonneg (mul_nonneg hA (exp_pos _).le)]
+  rw [norm_mul, gaussian, Real.norm_of_nonneg (mul_nonneg hA (exp_pos _).le)]
   -- the Gaussian is largest at the nucleus
   refine mul_le_mul_of_nonneg_left (mul_le_of_le_one_right hA (exp_le_one_iff.2 ?_))
```
